# The Only Zero of an Undamped Drude–Lorentz Dielectric Function below Its Interband Resonance Lies below the Plasma Frequency

A metal reflects light at low frequency and begins to transmit where its dielectric function turns positive. For free electrons alone this happens at the plasma frequency $\omega_p$. In silver the change comes at a much lower frequency, because electrons in the filled d bands respond to the field as well. How does such an interband response move the edge, and does it leave a single crossing below the interband resonance?

```lean
import Mathlib

open Set

namespace InterbandPlasmaEdge

noncomputable section
```

## A Drude term plus one oscillator

The model has three positive parameters. The plasma frequency $\omega_p$ sets the strength of the free-carrier response. The interband transitions are condensed into a single resonance at $\omega_d$ with strength $f$, which has the dimension of a squared frequency and contributes $f/\omega_d^2$ to the static dielectric function. Then

$$\varepsilon(\omega) = 1 - \frac{\omega_p^2}{\omega^2} + \frac{f}{\omega_d^2-\omega^2}.$$

In Lean these quantities are the real numbers `wp`, `wd`, `f` and `w`. All frequencies are in one common unit, and $f$ is in its square. There is no damping, no dependence on wavevector and no further oscillator. With damping, $\varepsilon$ would be complex and a real zero would no longer be the right definition of the edge.

```lean
/-- Dielectric function of a metal with plasma frequency `wp` and one undamped interband
oscillator of frequency `wd` and strength `f`; its domain is `w ≠ 0`, `w ^ 2 ≠ wd ^ 2`. -/
def eps (wp wd f w : ℝ) : ℝ := 1 - wp ^ 2 / w ^ 2 + f / (wd ^ 2 - w ^ 2)
```

The candidate for the edge is an explicit formula. With $S=\omega_p^2+\omega_d^2+f$,

$$\omega_e = \sqrt{\frac{S-\sqrt{S^2-4\omega_p^2\omega_d^2}}{2}}.$$

This is only a definition; that $\varepsilon(\omega_e)=0$ has to be proved.

```lean
/-- The screened plasma edge in closed form: the square root of the lower root of
`x ^ 2 - (wp ^ 2 + wd ^ 2 + f) * x + wp ^ 2 * wd ^ 2`, for positive `wp`, `wd`, `f`. -/
def plasmaEdge (wp wd f : ℝ) : ℝ :=
  √(((wp ^ 2 + wd ^ 2 + f) - √((wp ^ 2 + wd ^ 2 + f) ^ 2 - 4 * wp ^ 2 * wd ^ 2)) / 2)
```

## Zeros as roots of a quadratic in $\omega^2$

Multiply $\varepsilon$ by both denominators:

$$\varepsilon(\omega)\,\omega^2(\omega_d^2-\omega^2) = \omega^2(\omega_d^2-\omega^2)-\omega_p^2(\omega_d^2-\omega^2)+f\omega^2 = -\left(\omega^4-S\omega^2+\omega_p^2\omega_d^2\right).$$

Away from the poles the factor $\omega^2(\omega_d^2-\omega^2)$ is nonzero, so $\varepsilon(\omega)=0$ exactly when the bracket vanishes. The hypotheses `hw` and `hd` exclude the poles. In the proof, `h1` and `h2` cancel one denominator each, `key` is the displayed identity, and the two directions of the equivalence are read off from it.

```lean
variable {wp wd f : ℝ}

/-- Away from the poles, the zeros of the dielectric function are the roots of a
quadratic equation in the squared frequency. -/
theorem eps_eq_zero_iff {w : ℝ} (hw : w ≠ 0) (hd : wd ^ 2 - w ^ 2 ≠ 0) :
    eps wp wd f w = 0 ↔
      w ^ 4 - (wp ^ 2 + wd ^ 2 + f) * w ^ 2 + wp ^ 2 * wd ^ 2 = 0 := by
  have h1 : wp ^ 2 / w ^ 2 * w ^ 2 = wp ^ 2 := div_mul_cancel₀ _ (pow_ne_zero 2 hw)
  have h2 : f / (wd ^ 2 - w ^ 2) * (wd ^ 2 - w ^ 2) = f := div_mul_cancel₀ _ hd
  -- clear both denominators
  have key : eps wp wd f w * (w ^ 2 * (wd ^ 2 - w ^ 2)) =
      -(w ^ 4 - (wp ^ 2 + wd ^ 2 + f) * w ^ 2 + wp ^ 2 * wd ^ 2) := by
    unfold eps
    linear_combination (-(wd ^ 2 - w ^ 2)) * h1 + w ^ 2 * h2
  constructor
  · intro h
    rw [h, zero_mul] at key
    linarith
  · intro h
    rw [h, neg_zero] at key
    exact (mul_eq_zero.mp key).resolve_right (mul_ne_zero (pow_ne_zero 2 hw) hd)
```

## Monotonicity below the resonance

Take $0<x<y<\omega_d$. Then $x^2<y^2<\omega_d^2$, and therefore

$$\frac{\omega_p^2}{y^2}\le\frac{\omega_p^2}{x^2},\qquad \frac{f}{\omega_d^2-x^2}<\frac{f}{\omega_d^2-y^2}.$$

Together they give $\varepsilon(x)<\varepsilon(y)$. The interband term supplies the strict inequality, so the theorem needs only $f>0$ and also holds for $\omega_p=0$. `StrictMonoOn` on `Ioo 0 wd` means strictly increasing on the open interval $(0,\omega_d)$; the two inequalities are `h1` and `h2`.

```lean
/-- For positive oscillator strength, the dielectric function increases strictly with
frequency between zero and the interband frequency. -/
theorem eps_strictMonoOn (hf : 0 < f) : StrictMonoOn (eps wp wd f) (Ioo 0 wd) := by
  intro x hx y hy hxy
  have hx2 : 0 < x ^ 2 := pow_pos hx.1 2
  have hxy2 : x ^ 2 < y ^ 2 := by nlinarith [hx.1, hy.1]
  have hyd : 0 < wd ^ 2 - y ^ 2 := by nlinarith [hy.1, hy.2]
  have h1 : wp ^ 2 / y ^ 2 ≤ wp ^ 2 / x ^ 2 :=
    div_le_div_of_nonneg_left (sq_nonneg wp) hx2 hxy2.le
  have h2 : f / (wd ^ 2 - x ^ 2) < f / (wd ^ 2 - y ^ 2) :=
    div_lt_div_of_pos_left hf hyd (by linarith)
  simp only [eps]
  linarith
```

## Where the lower root sits

Let $q(x)=x^2-Sx+\omega_p^2\omega_d^2$. Its discriminant is

$$S^2-4\omega_p^2\omega_d^2=(\omega_p^2-\omega_d^2)^2+2f(\omega_p^2+\omega_d^2)+f^2\ge 0,$$

so with $r=\sqrt{S^2-4\omega_p^2\omega_d^2}$ the number $x=(S-r)/2$ is a real root. It is positive, since $x\le 0$ would make $q(x)\ge\omega_p^2\omega_d^2>0$. At the two squared frequencies,

$$q(\omega_p^2)=-f\omega_p^2<0,\qquad q(\omega_d^2)=-f\omega_d^2<0.$$

Both therefore lie strictly between the roots, and $x$ is below each of them. Taking square roots gives $0<\omega_e<\omega_p$ and $\omega_e<\omega_d$.

The Lean proof uses the factored form of $q$. If $x\ge\omega_p^2$, the other root $S-x$ is at least $\omega_p^2$ too, so $(x-\omega_p^2)(S-x-\omega_p^2)\ge 0$. But this product equals $q(\omega_p^2)$, which is negative. The facts `hxa` and `hxb` record this argument for $\omega_p$ and $\omega_d$, `hq` says that $x$ is a root, and the last lines pass from $x$ to $\sqrt{x}$.

```lean
/-- For positive parameters the plasma edge is positive, lies below both the plasma and the
interband frequency, and solves the quartic equation for the zeros. -/
theorem plasmaEdge_spec (hwp : 0 < wp) (hwd : 0 < wd) (hf : 0 < f) :
    0 < plasmaEdge wp wd f ∧ plasmaEdge wp wd f < wp ∧ plasmaEdge wp wd f < wd ∧
      plasmaEdge wp wd f ^ 4 - (wp ^ 2 + wd ^ 2 + f) * plasmaEdge wp wd f ^ 2
        + wp ^ 2 * wd ^ 2 = 0 := by
  have ha : 0 < wp ^ 2 := pow_pos hwp 2
  have hb : 0 < wd ^ 2 := pow_pos hwd 2
  obtain ⟨S, hS⟩ : ∃ S, S = wp ^ 2 + wd ^ 2 + f := ⟨_, rfl⟩
  have hS0 : 0 < S := by linarith
  have hD : 0 ≤ S ^ 2 - 4 * wp ^ 2 * wd ^ 2 := by
    rw [hS]
    nlinarith [sq_nonneg (wp ^ 2 - wd ^ 2), mul_pos hf ha, mul_pos hf hb, sq_nonneg f]
  obtain ⟨r, hr⟩ : ∃ r, r = √(S ^ 2 - 4 * wp ^ 2 * wd ^ 2) := ⟨_, rfl⟩
  have hr0 : 0 ≤ r := by rw [hr]; exact Real.sqrt_nonneg _
  have hr2 : r ^ 2 = S ^ 2 - 4 * wp ^ 2 * wd ^ 2 := by rw [hr]; exact Real.sq_sqrt hD
  obtain ⟨x, hx⟩ : ∃ x, x = (S - r) / 2 := ⟨_, rfl⟩
  have he : plasmaEdge wp wd f = √x := by
    unfold plasmaEdge
    rw [hx, hr, hS]
  have hq : x ^ 2 - S * x + wp ^ 2 * wd ^ 2 = 0 := by
    rw [hx]
    linear_combination hr2 / 4
  have hx0 : 0 < x := by
    by_contra h
    have h' : 0 ≤ -x := by linarith
    nlinarith [mul_nonneg hS0.le h', sq_nonneg x, mul_pos ha hb]
  -- the quadratic is negative at wp² and at wd², so both lie above its lower root
  have hxa : x < wp ^ 2 := by
    by_contra h
    have h1 : 0 ≤ x - wp ^ 2 := by linarith
    have h2 : 0 ≤ S - x - wp ^ 2 := by linarith
    have h3 : wp ^ 2 * S = wp ^ 2 * (wp ^ 2 + wd ^ 2 + f) := by rw [hS]
    nlinarith [mul_nonneg h1 h2, mul_pos hf ha]
  have hxb : x < wd ^ 2 := by
    by_contra h
    have h1 : 0 ≤ x - wd ^ 2 := by linarith
    have h2 : 0 ≤ S - x - wd ^ 2 := by linarith
    have h3 : wd ^ 2 * S = wd ^ 2 * (wp ^ 2 + wd ^ 2 + f) := by rw [hS]
    nlinarith [mul_nonneg h1 h2, mul_pos hf hb]
  have hs : √x ^ 2 = x := Real.sq_sqrt hx0.le
  have h4 : √x ^ 4 = x ^ 2 := by
    calc √x ^ 4 = (√x ^ 2) ^ 2 := by ring
      _ = x ^ 2 := by rw [hs]
  rw [he, ← hS, h4, hs]
  exact ⟨Real.sqrt_pos.2 hx0, (Real.sqrt_lt' hwp).2 hxa, (Real.sqrt_lt' hwd).2 hxb, hq⟩
```

Since $0<\omega_e<\omega_d$, the edge avoids both poles, and the equivalence with the quadratic turns the root into a zero of $\varepsilon$.

```lean
/-- For positive parameters the dielectric function vanishes at the plasma edge. -/
theorem eps_plasmaEdge (hwp : 0 < wp) (hwd : 0 < wd) (hf : 0 < f) :
    eps wp wd f (plasmaEdge wp wd f) = 0 := by
  obtain ⟨h0, -, hd, hq⟩ := plasmaEdge_spec hwp hwd hf
  have hne : 0 < wd ^ 2 - plasmaEdge wp wd f ^ 2 := by nlinarith
  exact (eps_eq_zero_iff h0.ne' hne.ne').2 hq
```

## One zero, below both frequencies

A strictly increasing function takes each value at most once. If $\omega\in(0,\omega_d)$ and $\varepsilon(\omega)=0=\varepsilon(\omega_e)$, then $\omega=\omega_e$.

The theorem has three parts, all for positive $\omega_p$, $\omega_d$ and $f$: $\varepsilon$ is strictly increasing on $(0,\omega_d)$; the edge satisfies $0<\omega_e<\min(\omega_p,\omega_d)$; and a frequency in $(0,\omega_d)$ is a zero if and only if it equals $\omega_e$. The uniqueness argument is the step with `injOn`.

Optical spectra computed from band structures often combine an intraband Drude term with an interband part. In this undamped one-oscillator model, the theorem shows that with the interband part the first zero crossing lies below $\omega_p$, wherever the resonance lies.

```lean
/-- For positive parameters the dielectric function is strictly increasing below the interband
frequency, and its only zero there is the plasma edge, which lies below `min wp wd`. -/
theorem unique_plasma_edge (hwp : 0 < wp) (hwd : 0 < wd) (hf : 0 < f) :
    StrictMonoOn (eps wp wd f) (Ioo 0 wd) ∧
      plasmaEdge wp wd f ∈ Ioo 0 (min wp wd) ∧
      ∀ w ∈ Ioo 0 wd, (eps wp wd f w = 0 ↔ w = plasmaEdge wp wd f) := by
  obtain ⟨h0, hp, hd, -⟩ := plasmaEdge_spec hwp hwd hf
  have hz := eps_plasmaEdge hwp hwd hf
  refine ⟨eps_strictMonoOn hf, ⟨h0, lt_min hp hd⟩, fun w hw => ⟨fun h => ?_, fun h => ?_⟩⟩
  · exact (eps_strictMonoOn hf).injOn hw ⟨h0, hd⟩ (h.trans hz.symm)
  · rw [h]
    exact hz
```

## Reflection below the edge

Monotonicity also fixes the sign. For $\omega\in(0,\omega_d)$,

$$\varepsilon(\omega)<0=\varepsilon(\omega_e)\iff\omega<\omega_e.$$

Negative $\varepsilon$ means an imaginary refractive index, so no wave propagates in the bulk and a thick lossless sample reflects completely. The proof applies `lt_iff_lt`, which for a strictly increasing function exchanges an inequality between values for one between arguments.

```lean
/-- For positive parameters and frequencies below the interband frequency, the dielectric
function is negative exactly below the plasma edge. -/
theorem eps_neg_iff (hwp : 0 < wp) (hwd : 0 < wd) (hf : 0 < f) {w : ℝ}
    (hw : w ∈ Ioo 0 wd) : eps wp wd f w < 0 ↔ w < plasmaEdge wp wd f := by
  obtain ⟨h0, -, hd, -⟩ := plasmaEdge_spec hwp hwd hf
  have h := (eps_strictMonoOn (wp := wp) hf).lt_iff_lt hw ⟨h0, hd⟩
  rwa [eps_plasmaEdge hwp hwd hf] at h
```

## A stronger oscillator lowers the edge

Let $0<f_1<f_2$, with edges $\omega_1$ and $\omega_2$. At the old edge $\omega_1$ the dielectric function with $f_1$ vanishes, so the one with $f_2$ has the value

$$\varepsilon_{f_2}(\omega_1)=\frac{f_2-f_1}{\omega_d^2-\omega_1^2}>0=\varepsilon_{f_2}(\omega_2).$$

Because $\varepsilon_{f_2}$ is increasing, $\omega_2<\omega_1$. In Lean, `hlt` compares the two interband terms at the old edge, and `lt_iff_lt` again converts the comparison.

```lean
/-- At fixed positive plasma and interband frequencies, a larger positive oscillator
strength gives a strictly lower plasma edge. -/
theorem plasmaEdge_strictAnti (hwp : 0 < wp) (hwd : 0 < wd) {f₁ f₂ : ℝ}
    (h₁ : 0 < f₁) (h₁₂ : f₁ < f₂) : plasmaEdge wp wd f₂ < plasmaEdge wp wd f₁ := by
  have h₂ : 0 < f₂ := h₁.trans h₁₂
  obtain ⟨a0, -, ad, -⟩ := plasmaEdge_spec hwp hwd h₁
  obtain ⟨b0, -, bd, -⟩ := plasmaEdge_spec hwp hwd h₂
  have hz := eps_plasmaEdge hwp hwd h₁
  have hpos : 0 < wd ^ 2 - plasmaEdge wp wd f₁ ^ 2 := by nlinarith
  have hlt := div_lt_div_of_pos_right h₁₂ hpos
  -- at the old edge the stronger oscillator already makes eps positive
  refine ((eps_strictMonoOn (wp := wp) h₂).lt_iff_lt ⟨b0, bd⟩ ⟨a0, ad⟩).1 ?_
  rw [eps_plasmaEdge hwp hwd h₂]
  simp only [eps] at hz ⊢
  linarith
```

The opposite limit, $f\to0^+$, can be read from the closed formula, though no theorem here takes it. The inner square root tends to $|\omega_p^2-\omega_d^2|$, and $\omega_e\to\min(\omega_p,\omega_d)$. If $\omega_p<\omega_d$, this is the free-electron edge. If $\omega_d<\omega_p$, the zero is squeezed up against the resonance, and at $f=0$ it disappears together with the pole.

## The second zero, above the resonance

The two roots of $q$ have the product $\omega_p^2\omega_d^2$, so the other positive zero should be $\omega_p\omega_d/\omega_e$. It exceeds $\omega_p$ because $\omega_e<\omega_d$, and it exceeds $\omega_d$ because $\omega_e<\omega_p$. To see that it is the only zero above $\omega_d$, split off the known root:

$$(\omega^2-\omega_e^2)\left(\omega^2\omega_e^2-\omega_p^2\omega_d^2\right)=\omega_e^2\left(\omega^4-S\omega^2+\omega_p^2\omega_d^2\right).$$

For $\omega>\omega_d>\omega_e$ the first factor is nonzero, so the right side vanishes exactly when $\omega\,\omega_e=\omega_p\omega_d$. This identity is `key` in the proof, where `e` stands for $\omega_e$. At both zeros of $\varepsilon$ the model allows a longitudinal oscillation without external charge.

```lean
/-- For positive parameters the dielectric function has exactly one zero above the interband
frequency; it exceeds `max wp wd`, and its product with the plasma edge is `wp * wd`. -/
theorem upper_zero (hwp : 0 < wp) (hwd : 0 < wd) (hf : 0 < f) :
    max wp wd < wp * wd / plasmaEdge wp wd f ∧
      ∀ w, wd < w → (eps wp wd f w = 0 ↔ w = wp * wd / plasmaEdge wp wd f) := by
  obtain ⟨h0, hp, hd, hq⟩ := plasmaEdge_spec hwp hwd hf
  generalize plasmaEdge wp wd f = e at h0 hp hd hq ⊢
  refine ⟨max_lt ?_ ?_, fun w hw => ?_⟩
  · rw [lt_div_iff₀ h0]
    nlinarith [mul_pos hwp (sub_pos.2 hd)]
  · rw [lt_div_iff₀ h0]
    nlinarith [mul_pos hwd (sub_pos.2 hp)]
  · have hw0 : 0 < w := hwd.trans hw
    have hne : wd ^ 2 - w ^ 2 ≠ 0 := by
      have : wd ^ 2 - w ^ 2 < 0 := by nlinarith
      exact this.ne
    have hwe : w ^ 2 - e ^ 2 ≠ 0 := by
      have : 0 < w ^ 2 - e ^ 2 := by nlinarith
      exact this.ne'
    rw [eps_eq_zero_iff hw0.ne' hne, eq_div_iff h0.ne',
      ← sq_eq_sq₀ (mul_pos hw0 h0).le (mul_pos hwp hwd).le]
    -- split off the known root e² of the quadratic
    have key : (w ^ 2 - e ^ 2) * ((w * e) ^ 2 - (wp * wd) ^ 2) =
        e ^ 2 * (w ^ 4 - (wp ^ 2 + wd ^ 2 + f) * w ^ 2 + wp ^ 2 * wd ^ 2) := by
      linear_combination (-w ^ 2) * hq
    constructor
    · intro h
      rw [h, mul_zero] at key
      exact sub_eq_zero.1 ((mul_eq_zero.1 key).resolve_left hwe)
    · intro h
      rw [h, sub_self, mul_zero] at key
      exact (mul_eq_zero.1 key.symm).resolve_left (pow_ne_zero 2 h0.ne')
```

## Silver-like numbers

Take $\omega_p=9$, $\omega_d=4$ and $f=7$, with frequencies read as photon energies in eV and $f$ in eV². These are illustrative inputs, not a fit. Two evaluations bracket the edge:

$$\varepsilon(3.8)=1-\frac{81}{14.44}+\frac{7}{1.56}\approx-0.12,\qquad \varepsilon(3.9)=1-\frac{81}{15.21}+\frac{7}{0.79}\approx 4.54.$$

The first value is negative, so $3.8<\omega_e$; the second is positive, so $\omega_e<3.9$. The free-electron edge would be at 9. Most of the difference comes from the position of the resonance: with $\omega_d=4$ the edge lies below 4 for every $f>0$. Above the resonance the model's $\varepsilon$ is negative again, up to the second zero at $36/\omega_e$, between 9.2 and 9.5. In Lean, `norm_num` settles the two signs with rational numbers, and the earlier sign and monotonicity results turn them into bounds on the edge.

```lean
/-- For the silver-like values `wp = 9`, `wd = 4`, `f = 7` the plasma edge lies between
3.8 and 3.9. -/
theorem silver_edge : 3.8 < plasmaEdge 9 4 7 ∧ plasmaEdge 9 4 7 < 3.9 := by
  have h9 : (0 : ℝ) < 9 := by norm_num
  have h4 : (0 : ℝ) < 4 := by norm_num
  have h7 : (0 : ℝ) < 7 := by norm_num
  obtain ⟨h0, -, hd, -⟩ := plasmaEdge_spec h9 h4 h7
  constructor
  · refine (eps_neg_iff h9 h4 h7 ⟨by norm_num, by norm_num⟩).1 ?_
    norm_num [eps]
  · refine ((eps_strictMonoOn (wp := 9) h7).lt_iff_lt ⟨h0, hd⟩
      ⟨by norm_num, by norm_num⟩).1 ?_
    rw [eps_plasmaEdge h9 h4 h7]
    norm_num [eps]

end

end InterbandPlasmaEdge
```

```lean
#print axioms InterbandPlasmaEdge.unique_plasma_edge
#print axioms InterbandPlasmaEdge.plasmaEdge_strictAnti
#print axioms InterbandPlasmaEdge.upper_zero
#print axioms InterbandPlasmaEdge.silver_edge
```

```
'InterbandPlasmaEdge.unique_plasma_edge' depends on axioms: [propext, Classical.choice, Quot.sound]
'InterbandPlasmaEdge.plasmaEdge_strictAnti' depends on axioms: [propext, Classical.choice, Quot.sound]
'InterbandPlasmaEdge.upper_zero' depends on axioms: [propext, Classical.choice, Quot.sound]
'InterbandPlasmaEdge.silver_edge' depends on axioms: [propext, Classical.choice, Quot.sound]
```
